# The truncation error of a many-body expansion as a sum of embedded increments of the next order

Q: You expand the energy of a set of molecular fragments in one-body, two-body and higher increments, stop at order $n$, and want the exact error. Your formula first puts the fragments in a linear order. Molecules in a cluster have no order, so what does this have to do with physics?

A: The order is only labelling. The increments don't use it, so neither does the error. It decides how the error is divided into terms, and any order gives the same total. In Lean, the fragments are elements of a linearly ordered type `α`.

```lean
import Mathlib

open Finset

namespace TruncationRemainder

noncomputable section

variable {α : Type*} [LinearOrder α]
```

Q: And the energy?

A: Any function $E$ from finite sets of fragments to the reals. The increment of a cluster $S$ is
$$\Delta E(S)=\sum_{T\subseteq S}(-1)^{|S|-|T|}E(T).$$

```lean
/-- The many-body increment of the cluster `S`: the alternating sum of the energies of
its subclusters. -/
def increment (E : Finset α → ℝ) (S : Finset α) : ℝ :=
  ∑ T ∈ S.powerset, (-1 : ℝ) ^ (S.card - T.card) * E T
```

The error needs a second kind, with a set $L$ of further fragments present in every energy:
$$\Delta_L E(A)=\sum_{T\subseteq A}(-1)^{|A|-|T|}E(T\cup L).$$

```lean
/-- The increment of the cluster `A` when the fragments of the environment `L` are present
in every energy. -/
def embeddedIncrement (E : Finset α → ℝ) (A L : Finset α) : ℝ :=
  ∑ T ∈ A.powerset, (-1 : ℝ) ^ (A.card - T.card) * E (T ∪ L)
```

Q: To me "embedded" means point charges or a density from a cheaper method.

A: Here the environment consists of full fragments, treated like the others. The truncated expansion of a finite set $s$ adds all increments of orders $0$ to $n$. Order $0$ contributes $E(\emptyset)$, which is usually set to zero.

```lean
/-- The many-body expansion of the energy of `s`, truncated after the increments of
order `n`. -/
def manyBody (E : Finset α → ℝ) (s : Finset α) (n : ℕ) : ℝ :=
  ∑ m ∈ range (n + 1), ∑ S ∈ s.powersetCard m, increment E S
```

For a cluster $A$, write $s_{<A}$ for the fragments of $s$ that precede every member of $A$.

```lean
/-- The fragments of `s` that precede every member of `A`. -/
def earlier (s A : Finset α) : Finset α :=
  s.filter (fun j => ∀ a ∈ A, j < a)
```

The last definition is the attachment energy $D_aE(T)=E(T\cup\{a\})-E(T)$.

```lean
/-- The energy change when fragment `a` is attached to the cluster `T`. -/
def attachment (E : Finset α → ℝ) (a : α) (T : Finset α) : ℝ :=
  E (insert a T) - E T
```

Q: Derive the error for me before you show any proof.

A: Let $R_k(E;s)$ be $E(s)$ minus all increments of order below $k$. The claim is
$$R_k(E;s)=\sum_{A\subseteq s,\ |A|=k}\Delta_{s_{<A}}E(A).$$
For $k=0$ the only $A$ is empty, all of $s$ precedes it, and both sides are $E(s)$. For $s=\emptyset$ and $k\ge1$ both sides vanish.

Now add a fragment $a$ that comes after all of $s$, and take order $k+1$. Splitting the subsets of $A\cup\{a\}$ by whether they contain $a$ gives, for $a\notin A$,
$$\Delta_LE(A\cup\{a\})=\Delta_{L\cup\{a\}}E(A)-\Delta_LE(A)=\Delta_L(D_aE)(A).$$
So increments containing $a$ are increments of $D_aE$, one order lower. With $E(s\cup\{a\})=E(s)+D_aE(s)$,
$$R_{k+1}(E;s\cup\{a\})=R_{k+1}(E;s)+R_k(D_aE;s).$$
The right side of the claim splits in the same way. If $A$ lacks $a$, its environment is unchanged, because $a$ precedes no member of $A$. If $A=B\cup\{a\}$, its environment is $s_{<B}$. Induction finishes the argument.

Q: Try it on numbers.

A: Take three fragments, $n=1$, $E(\emptyset)=0$, and in arbitrary units $E(1)=-1$, $E(2)=-2$, $E(3)=-3$, $E(12)=-3.5$, $E(13)=-4.2$, $E(23)=-5.3$, $E(123)=-7.1$. The truncated energy is $-6$, so the error is $-1.1$. The pairs $12$ and $13$ have empty environments and give $-0.5$ and $-0.2$. The pair $23$ is embedded in fragment $1$ and gives $-7.1+3.5+4.2-1=-0.4$. The sum is $-1.1$.

Q: Now the Lean proof. How does it start?

A: With the empty environment, where the two kinds of increment agree.

```lean
/-- In an empty environment the embedded increment is the ordinary increment. -/
theorem embeddedIncrement_empty (E : Finset α → ℝ) (S : Finset α) :
    embeddedIncrement E S ∅ = increment E S := by
  simp only [embeddedIncrement, increment, union_empty]
```

Next is the first equality of the splitting rule. `sum_powerset_insert` separates the subsets with and without `a`, and the rest is bookkeeping of signs.

```lean
/-- Adding a new fragment `a` to the cluster `A` gives the difference between the embedded
increments of `A` with and without `a` added to the environment. -/
theorem embeddedIncrement_insert (E : Finset α → ℝ) {a : α} {A : Finset α} (ha : a ∉ A)
    (L : Finset α) : embeddedIncrement E (insert a A) L =
      embeddedIncrement E A (insert a L) - embeddedIncrement E A L := by
  unfold embeddedIncrement
  rw [sum_powerset_insert ha, card_insert_of_notMem ha, ← sum_add_distrib,
    ← sum_sub_distrib]
  refine sum_congr rfl fun T hT => ?_
  have hsub := mem_powerset.1 hT
  have haT : a ∉ T := fun h => ha (hsub h)
  have hc := card_le_card hsub
  have e1 : A.card + 1 - T.card = (A.card - T.card) + 1 := by omega
  have e2 : A.card + 1 - (T.card + 1) = A.card - T.card := by omega
  rw [card_insert_of_notMem haT, e1, e2, insert_union, union_insert, pow_succ]
  ring
```

Q: What does an embedded increment contain physically?

A: All ordinary increments of $A$ joined with some part of $L$, provided $A$ and $L$ are disjoint. The proof moves one fragment at a time into the environment. The remainder proof doesn't use this lemma, but it shows how higher orders enter the error.

```lean
/-- For a cluster `A` disjoint from its environment `L`, the embedded increment collects the
ordinary increments of `A` joined with every part of `L`. -/
theorem embeddedIncrement_eq_sum (E : Finset α → ℝ) (A L : Finset α) (h : Disjoint A L) :
    embeddedIncrement E A L = ∑ B ∈ L.powerset, increment E (A ∪ B) := by
  induction L using Finset.induction_on generalizing A with
  | empty => simp [embeddedIncrement_empty]
  | insert b L hb ih =>
    obtain ⟨hbA, hd⟩ := disjoint_insert_right.1 h
    have h2 := ih (insert b A) (disjoint_insert_left.2 ⟨hb, hd⟩)
    simp only [insert_union] at h2
    rw [sum_powerset_insert hb, ← ih A hd]
    simp only [union_insert]
    rw [← h2, embeddedIncrement_insert E hbA]
    ring
```

Two helpers follow: the equality of the first and last members of the splitting rule, $\Delta_LE(A\cup\{a\})=\Delta_L(D_aE)(A)$, and the division of the $(k+1)$-member subsets of $s\cup\{a\}$ into those without and those with $a$.

```lean
private theorem embedded_attachment (E : Finset α → ℝ) {a : α} {A : Finset α} (ha : a ∉ A)
    (L : Finset α) :
    embeddedIncrement E (insert a A) L = embeddedIncrement (attachment E a) A L := by
  rw [embeddedIncrement_insert E ha]
  simp only [embeddedIncrement, attachment, union_insert, mul_sub, sum_sub_distrib]

private theorem sum_card_insert {a : α} {s : Finset α} (ha : a ∉ s) (k : ℕ)
    (f : Finset α → ℝ) : ∑ S ∈ (insert a s).powersetCard (k + 1), f S =
      ∑ S ∈ s.powersetCard (k + 1), f S + ∑ S ∈ s.powersetCard k, f (insert a S) := by
  rw [powersetCard_succ_insert ha, sum_union, sum_image]
  · intro S hS T hT h
    have hS' : a ∉ S := fun h => ha ((mem_powersetCard.1 (mem_coe.1 hS)).1 h)
    have hT' : a ∉ T := fun h => ha ((mem_powersetCard.1 (mem_coe.1 hT)).1 h)
    calc S = (insert a S).erase a := (erase_insert hS').symm
      _ = (insert a T).erase a := congrArg (fun U => U.erase a) h
      _ = T := erase_insert hT'
  · refine disjoint_left.2 fun S hS hS' => ?_
    obtain ⟨T, _, rfl⟩ := mem_image.1 hS'
    exact ha ((mem_powersetCard.1 hS).1 (mem_insert_self a T))
```

The main induction uses `Finset.induction_on_max`, which adds fragments in increasing order. The claim is proved for all `k` and `E` at once, so the induction hypothesis also applies to the attachment energy. `hL` splits the increments, `h1` and `h2` identify the environments, and `linarith` combines the two remainders.

```lean
/-- The energy of `s` minus all increments of order below `k` is the sum of the embedded
increments of order `k`, each in the environment of the fragments preceding it. -/
theorem remainder_eq_sum_embedded (s : Finset α) : ∀ (k : ℕ) (E : Finset α → ℝ),
    E s - ∑ m ∈ range k, ∑ S ∈ s.powersetCard m, increment E S =
      ∑ A ∈ s.powersetCard k, embeddedIncrement E A (earlier s A) := by
  refine Finset.induction_on_max s ?_ ?_
  · rintro (_ | k) E
    · simp [embeddedIncrement, earlier]
    · have h : ∀ m, powersetCard (m + 1) (∅ : Finset α) = ∅ :=
        fun m => powersetCard_eq_empty.2 (by simp)
      rw [sum_range_succ']
      simp [h, increment]
  · rintro a s hmax ih (_ | k) E
    · simp [embeddedIncrement, earlier]
    have ha : a ∉ s := fun h => lt_irrefl a (hmax a h)
    -- increments containing the last fragment are increments of the attachment energy
    have hD : ∑ m ∈ range k, ∑ S ∈ s.powersetCard m, increment E (insert a S) =
        ∑ m ∈ range k, ∑ S ∈ s.powersetCard m, increment (attachment E a) S := by
      refine sum_congr rfl fun m _ => sum_congr rfl fun S hS => ?_
      rw [← embeddedIncrement_empty, ← embeddedIncrement_empty,
        embedded_attachment E (fun h => ha ((mem_powersetCard.1 hS).1 h))]
    have hL : ∑ m ∈ range (k + 1), ∑ S ∈ (insert a s).powersetCard m, increment E S =
        ∑ m ∈ range (k + 1), ∑ S ∈ s.powersetCard m, increment E S +
        ∑ m ∈ range k, ∑ S ∈ s.powersetCard m, increment (attachment E a) S := by
      rw [← hD]
      simp only [sum_range_succ', sum_card_insert ha, sum_add_distrib, powersetCard_zero]
      ring
    -- the last fragment precedes no member of a nonempty cluster
    have h1 : ∑ A ∈ s.powersetCard (k + 1), embeddedIncrement E A (earlier (insert a s) A) =
        ∑ A ∈ s.powersetCard (k + 1), embeddedIncrement E A (earlier s A) := by
      refine sum_congr rfl fun A hA => ?_
      obtain ⟨hsub, hc⟩ := mem_powersetCard.1 hA
      obtain ⟨b, hb⟩ : A.Nonempty := card_pos.1 (by omega)
      congr 1
      ext j
      simp only [earlier, mem_filter, mem_insert]
      constructor
      · rintro ⟨rfl | hj, h⟩
        · exact absurd (h b hb) (lt_asymm (hmax b (hsub hb)))
        · exact ⟨hj, h⟩
      · rintro ⟨hj, h⟩
        exact ⟨Or.inr hj, h⟩
    have h2 : ∑ A ∈ s.powersetCard k,
          embeddedIncrement E (insert a A) (earlier (insert a s) (insert a A)) =
        ∑ A ∈ s.powersetCard k, embeddedIncrement (attachment E a) A (earlier s A) := by
      refine sum_congr rfl fun A hA => ?_
      rw [embedded_attachment E (fun h => ha ((mem_powersetCard.1 hA).1 h))]
      congr 1
      ext j
      simp only [earlier, mem_filter, mem_insert]
      constructor
      · rintro ⟨rfl | hj, h⟩
        · exact absurd (h _ (Or.inl rfl)) (lt_irrefl _)
        · exact ⟨hj, fun x hx => h x (Or.inr hx)⟩
      · rintro ⟨hj, h⟩
        refine ⟨Or.inr hj, ?_⟩
        rintro x (rfl | hx)
        · exact hmax _ hj
        · exact h x hx
    have i1 := ih (k + 1) E
    have i2 := ih k (attachment E a)
    have i3 : attachment E a s = E (insert a s) - E s := rfl
    rw [hL, sum_card_insert ha, h1, h2]
    linarith
```

Q: So what is the final formula?

A: Set $k=n+1$ and write the embedded increments out. It holds for every finite `s` and every natural `n`; if $n\ge|s|$, both sides are zero.

```lean
/-- The error of the many-body expansion of `s` truncated at order `n` is a sum over the clusters
`A` of `n + 1` fragments of `s`. The term of `A` is the alternating sum, over the subclusters `T` of
`A`, of the energy of `T` together with all fragments of `s` that precede every member of `A`. -/
theorem truncation_remainder (E : Finset α → ℝ) (s : Finset α) (n : ℕ) :
    E s - manyBody E s n = ∑ A ∈ s.powersetCard (n + 1), ∑ T ∈ A.powerset,
      (-1 : ℝ) ^ (n + 1 - T.card) * E (T ∪ earlier s A) := by
  unfold manyBody
  rw [remainder_eq_sum_embedded]
  refine sum_congr rfl fun A hA => ?_
  unfold embeddedIncrement
  rw [(mem_powersetCard.1 hA).2]
```

Q: Does that make the error cheap to compute?

A: No. If $n<|s|$, the last $n+1$ fragments contribute a term containing $E(s)$ itself. The use is in bounding: if every embedded increment in the sum is at most $\varepsilon$ in magnitude, the triangle inequality bounds the error by $\binom{|s|}{n+1}\varepsilon$.

```lean
/-- If every increment of order `n + 1`, embedded in the fragments preceding it, is at most
`ε` in magnitude, the truncation error is at most `ε` times the number of clusters of
`n + 1` fragments. -/
theorem truncation_error_le (E : Finset α → ℝ) (s : Finset α) (n : ℕ) (ε : ℝ)
    (h : ∀ A ∈ s.powersetCard (n + 1), |embeddedIncrement E A (earlier s A)| ≤ ε) :
    |E s - manyBody E s n| ≤ (s.card.choose (n + 1) : ℝ) * ε := by
  unfold manyBody
  rw [remainder_eq_sum_embedded]
  refine (abs_sum_le_sum_abs _ _).trans ((sum_le_card_nsmul _ _ ε h).trans ?_)
  rw [card_powersetCard, nsmul_eq_mul]
```

Q: Why not assume only that the isolated increments of order $n+1$ are small?

A: That isn't enough. Let three fragments have energy $1$ together and let every smaller cluster have energy $0$. For $n=1$ all isolated pair increments vanish, yet the error is $1$. The pair $23$ embedded in fragment $1$ reveals it.

Q: Can the binomial factor be improved?

A: Not in general. Take $E(S)=\varepsilon\binom{|S|}{n+1}$. Pascal's rule, applied as members are added to $A$, gives the embedded increments of such energies.

```lean
private theorem embedded_choose (ε : ℝ) (A : Finset α) : ∀ (m : ℕ) (L : Finset α),
    Disjoint A L → embeddedIncrement
      (fun S => ε * (S.card.choose (m + A.card) : ℝ)) A L = ε * (L.card.choose m : ℝ) := by
  induction A using Finset.induction_on with
  | empty => intro m L _; simp [embeddedIncrement]
  | insert a A ha ih =>
    intro m L h
    obtain ⟨haL, hd⟩ := disjoint_insert_left.1 h
    have e : m + (A.card + 1) = m + 1 + A.card := by omega
    rw [card_insert_of_notMem ha, e, embeddedIncrement_insert _ ha,
      ih (m + 1) (insert a L) (disjoint_insert_right.2 ⟨ha, hd⟩), ih (m + 1) L hd,
      card_insert_of_notMem haL, Nat.choose_succ_succ']
    push_cast
    ring
```

Each one in the remainder equals $\varepsilon$, so the error is $\binom{|s|}{n+1}\varepsilon$, which attains the bound when $\varepsilon\ge0$. In this example distant fragments count as much as near ones. If the embedded increments decay with distance, the bound can be far larger than the error.

```lean
/-- For an energy equal to `ε` times the number of subclusters of `n + 1` fragments, every
embedded increment in the remainder equals `ε`, and the truncation error is `ε` times the
number of clusters of `n + 1` fragments. -/
theorem truncation_error_sharp (s : Finset α) (n : ℕ) (ε : ℝ) :
    let E : Finset α → ℝ := fun S => ε * (S.card.choose (n + 1) : ℝ)
    (∀ A ∈ s.powersetCard (n + 1), embeddedIncrement E A (earlier s A) = ε) ∧
      E s - manyBody E s n = (s.card.choose (n + 1) : ℝ) * ε := by
  intro E
  have key : ∀ A ∈ s.powersetCard (n + 1), embeddedIncrement E A (earlier s A) = ε := by
    intro A hA
    have hd : Disjoint A (earlier s A) := disjoint_left.2 fun x hx hx' =>
      lt_irrefl x ((mem_filter.1 hx').2 x hx)
    have h := embedded_choose ε A 0 (earlier s A) hd
    rw [(mem_powersetCard.1 hA).2, zero_add, Nat.choose_zero_right, Nat.cast_one,
      mul_one] at h
    exact h
  refine ⟨key, ?_⟩
  unfold manyBody
  rw [remainder_eq_sum_embedded, sum_congr rfl key, sum_const, card_powersetCard,
    nsmul_eq_mul]

end

end TruncationRemainder
```

```lean
#print axioms TruncationRemainder.embeddedIncrement_eq_sum
#print axioms TruncationRemainder.truncation_remainder
#print axioms TruncationRemainder.truncation_error_le
#print axioms TruncationRemainder.truncation_error_sharp
```

```
'TruncationRemainder.embeddedIncrement_eq_sum' depends on axioms: [propext, Classical.choice, Quot.sound]
'TruncationRemainder.truncation_remainder' depends on axioms: [propext, Classical.choice, Quot.sound]
'TruncationRemainder.truncation_error_le' depends on axioms: [propext, Classical.choice, Quot.sound]
'TruncationRemainder.truncation_error_sharp' depends on axioms: [propext, Classical.choice, Quot.sound]
```

Q: Then what must I still supply for a real cluster?

A: The function $E$: one definite energy for each subset, at fixed geometry and with one method, including a rule for charges, spins and cut bonds. Given that, the identity applies to the truncated many-body expansion of $E$ for any finite set of fragments. Whether the embedded increments are small is a question about the interactions, and the bound takes it as a hypothesis.
